# Red shift of an ionic frequency by the fictitious electronic mass

## Definitions and conventions

An ionic coordinate $R(t)$ with mass $M$ and an electronic coordinate $x(t)$ with fictitious mass $\mu$ move in the potential

$$U(R,x)=\tfrac12 K R^2+\tfrac12 k\,(x-R)^2 .$$

For fixed $R$ and $k>0$ the minimum over $x$ lies at $x=R$ and leaves the Born-Oppenheimer surface $\tfrac12KR^2$. So $K$ is the Born-Oppenheimer stiffness, $K/M$ the Born-Oppenheimer squared frequency, and $k$ the stiffness that ties $x$ to its minimum. In Car-Parrinello dynamics $x$ is propagated as a particle of mass $\mu$:

$$M\ddot R=-KR-k(R-x),\qquad \mu\ddot x=-k(x-R).$$

The letter $z$ denotes a squared angular frequency $\omega^2$. We write

$$P(z)=(K+k-Mz)(k-\mu z)-k^2,\qquad b=Mk+\mu(K+k),\qquad D=b^2-4M\mu Kk,$$

$$z_{\rm low}=\frac{b-\sqrt D}{2M\mu},\qquad z_{\rm high}=\frac{b+\sqrt D}{2M\mu}.$$

## The claim

For $M,K,k,\mu>0$ the roots of $P$ are exactly $z_{\rm low}$ and $z_{\rm high}$, with

$$0<z_{\rm low}<\frac{K}{M+\mu}<\frac KM,\qquad z_{\rm high}>\frac k\mu ,$$

and as $\mu\downarrow0$ at fixed $M,K,k$, $z_{\rm low}\to K/M$ and $z_{\rm high}\to\infty$. The two roots are the squared frequencies of the normal modes. In this linear model with one ionic and one electronic coordinate, the slow vibration of a Car-Parrinello run therefore lies below the Born-Oppenheimer frequency, by more than a rigid addition of $\mu$ to the ionic mass would produce, and the shift vanishes with $\mu$. The added mass in this comparison is $\mu$ itself because the minimum $x=R$ follows the ion one to one. The slow mode is the continuation of the Born-Oppenheimer ionic vibration for small $\mu$; as $\mu\to\infty$ the ion-dominated mode is the fast one, with $z_{\rm high}\to(K+k)/M>K/M$.

## Derivation by hand

Put $R=A\cos\omega t$, $x=B\cos\omega t$ and $z=\omega^2$. The equations of motion become

$$(K+k-Mz)A-kB=0,\qquad -kA+(k-\mu z)B=0 .$$

Multiplying the first by $k-\mu z$ and adding $k$ times the second gives $P(z)A=0$. Multiplying the second by $K+k-Mz$ and adding $k$ times the first gives $P(z)B=0$. A nonzero pair $(A,B)$ thus forces $P(z)=0$. Conversely, if $P(z)=0$, the pair $(A,B)=(k-\mu z,\;k)$ satisfies both equations and is nonzero because $k>0$.

Expanding, $P(z)=M\mu z^2-bz+Kk$, and completing the square gives $4M\mu P(z)=(2M\mu z-b)^2-D$. Since $b^2-(Mk-\mu(K+k))^2=4M\mu k(K+k)$,

$$D=(Mk-\mu(K+k))^2+4M\mu k^2\ge0 .$$

Hence $D=(\sqrt D)^2$, the difference of squares factorises, and

$$P(z)=M\mu\,(z-z_{\rm low})(z-z_{\rm high}).$$

The roots can be read off, and because $M\mu>0$ and $z_{\rm low}\le z_{\rm high}$, any $z$ with $P(z)<0$ satisfies $z_{\rm low}<z<z_{\rm high}$.

Two test points locate the roots. At $z_0=K/(M+\mu)$ one has $K-Mz_0=\mu z_0$, so

$$P(z_0)=(k+\mu z_0)(k-\mu z_0)-k^2=-(\mu z_0)^2<0,$$

which gives $z_{\rm low}<K/(M+\mu)$. At $z=k/\mu$ the second bracket vanishes, $P=-k^2<0$, and $z_{\rm high}>k/\mu$. From $D<b^2$ and $b>0$ follows $\sqrt D<b$, so $z_{\rm low}>0$. Finally $P(z_{\rm low})=0$ reads $Kk=b\,z_{\rm low}-M\mu z_{\rm low}^2<b\,z_{\rm low}$, and therefore

$$\frac{Kk}{Mk+\mu(K+k)}<z_{\rm low}<\frac KM .$$

As $\mu\downarrow0$ the left side tends to $Kk/(Mk)=K/M$, and $z_{\rm low}$ is squeezed to the same value. The upper root exceeds $k/\mu$, which grows without bound.

## A numerical instance

Take $M=10$, $K=60$, $k=10$ in any consistent units, so that $K/M=6$. For $\mu=1$ one finds $b=100+70=170$, $D=28900-24000=4900$, $\sqrt D=70$, and

$$z_{\rm low}=\frac{100}{20}=5,\qquad z_{\rm high}=\frac{240}{20}=12 .$$

The bounds read $600/170\approx3.53<5<60/11\approx5.45$ and $12>10$. The amplitudes $(k-\mu z,k)$ are $(5,10)$ and $(-2,10)$, or $(1,2)/\sqrt5$ and $(-1,5)/\sqrt{26}$ at unit Euclidean length: in phase for the slow mode, out of phase for the fast one. The slow frequency is $\sqrt{5/6}\approx0.913$ times the Born-Oppenheimer one. For $\mu=0.1$, $b=107$, $D=9049$, $\sqrt D\approx95.126$ and $2M\mu=2$, so $z_{\rm low}\approx5.937$, between $600/107\approx5.607$ and $60/10.1\approx5.941$, while $z_{\rm high}\approx101.06>100$. The frequency ratio has risen to about $0.995$.

## Formal development

```lean
import Mathlib

open Filter Topology

namespace CarParrinelloRedShift

noncomputable section
```

The equations of motion are written in first-order form.

```lean
/-- Car-Parrinello equations of motion for an ion `R` (mass `M`) and an electronic coordinate
`x` (fictitious mass `μ`) with forces from the potential `K R²/2 + k (x - R)²/2`. -/
def IsTrajectory (M K k μ : ℝ) (R x : ℝ → ℝ) : Prop :=
  ∃ V w : ℝ → ℝ, ∀ t, HasDerivAt R (V t) t ∧ HasDerivAt x (w t) t ∧
    HasDerivAt (fun s => M * V s) (-K * R t - k * (R t - x t)) t ∧
    HasDerivAt (fun s => μ * w s) (-k * (x t - R t)) t
```

`R` and `x` are real functions of real time. The predicate asks for velocities `V` and `w` that are the derivatives of `R` and `x` at every $t$, and for the momenta $MV$ and $\mu w$ to have the forces $-\partial U/\partial R$ and $-\partial U/\partial x$ as derivatives. The potential is not a Lean object, and the forces are entered directly. Time is continuous, so no integrator or time step is involved. The single unconstrained coordinate $x$ stands in for the orbitals of the Car-Parrinello method, whose orthonormality constraints and anharmonic energy functional are absent from the model.

```lean
/-- The secular function of the coupled ion-electron oscillator at squared frequency `z`. -/
def secular (M K k μ z : ℝ) : ℝ := (K + k - M * z) * (k - μ * z) - k ^ 2
```

`secular` is $P(z)$. The next four definitions are $b$, $D$, $z_{\rm low}$ and $z_{\rm high}$.

```lean
/-- Minus the coefficient of `z` in the secular function. -/
def linCoeff (M K k μ : ℝ) : ℝ := M * k + μ * (K + k)

/-- The discriminant of the secular function as a quadratic in `z`. -/
def disc (M K k μ : ℝ) : ℝ := linCoeff M K k μ ^ 2 - 4 * M * μ * K * k

/-- The lower branch of the quadratic formula for the secular equation. -/
def zLow (M K k μ : ℝ) : ℝ := (linCoeff M K k μ - √(disc M K k μ)) / (2 * M * μ)

/-- The upper branch of the quadratic formula for the secular equation. -/
def zHigh (M K k μ : ℝ) : ℝ := (linCoeff M K k μ + √(disc M K k μ)) / (2 * M * μ)
```

Both roots are explicit functions of the four parameters, so the limits in $\mu$ are statements about definite functions. At $\mu=0$ Lean's division by zero makes `zLow` and `zHigh` equal to $0$, so the point $\mu=0$ is left out of the limits below. They are taken through $\mu>0$, the range in which $\mu$ is a mass; from the side $\mu<0$ the function `zHigh` would tend to $-\infty$.

```lean
variable {M K k μ : ℝ}

/-- Velocity of the oscillation `A cos (ω t)`, and the rate of change of its momentum for
mass `m`. -/
theorem mode_deriv (m A ω t : ℝ) :
    HasDerivAt (fun s => A * Real.cos (ω * s)) (-(A * ω) * Real.sin (ω * t)) t ∧
    HasDerivAt (fun s => m * (-(A * ω) * Real.sin (ω * s)))
      (-(m * A * ω ^ 2) * Real.cos (ω * t)) t := by
  have h := (hasDerivAt_id' t).const_mul ω
  exact ⟨(h.cos.const_mul A).congr_deriv (by ring),
    ((h.sin.const_mul (-(A * ω))).const_mul m).congr_deriv (by ring)⟩
```

`mode_deriv` differentiates the ansatz twice: the velocity of $A\cos\omega t$ is $-A\omega\sin\omega t$, and the momentum for a mass $m$ changes at the rate $-mA\omega^2\cos\omega t$. The chain rule is applied to `h`, the derivative of $s\mapsto\omega s$.

```lean
/-- For positive masses the secular function factorises over `zLow` and `zHigh`. -/
theorem secular_factor (hM : 0 < M) (hμ : 0 < μ) (z : ℝ) :
    secular M K k μ z = M * μ * (z - zLow M K k μ) * (z - zHigh M K k μ) := by
  -- the discriminant is a sum of non-negative terms
  have hD : disc M K k μ = (M * k - μ * (K + k)) ^ 2 + 4 * M * μ * k ^ 2 := by
    unfold disc linCoeff; ring
  have hD0 : 0 ≤ disc M K k μ := by rw [hD]; positivity
  have hs : √(disc M K k μ) ^ 2 = disc M K k μ := Real.sq_sqrt hD0
  have h1 : 2 * M * μ * zLow M K k μ = linCoeff M K k μ - √(disc M K k μ) := by
    unfold zLow; field_simp
  have h2 : 2 * M * μ * zHigh M K k μ = linCoeff M K k μ + √(disc M K k μ) := by
    unfold zHigh; field_simp
  have h4 : (4 * M * μ) ≠ 0 := by positivity
  apply mul_left_cancel₀ h4
  calc 4 * M * μ * secular M K k μ z
      = (2 * M * μ * z - linCoeff M K k μ) ^ 2 - disc M K k μ := by
        unfold secular disc linCoeff; ring
    _ = (2 * M * μ * z - (linCoeff M K k μ - √(disc M K k μ))) *
        (2 * M * μ * z - (linCoeff M K k μ + √(disc M K k μ))) := by
        linear_combination hs
    _ = _ := by rw [← h1, ← h2]; ring
```

The factorisation is stated for $M,\mu>0$ and holds for all real $K$ and $k$. Here `hD` is the expression of $D$ as a sum of non-negative terms and `hs` is $(\sqrt D)^2=D$. After both sides are multiplied by $4M\mu\neq0$, the three lines of the `calc` block complete the square, split the difference of squares, and substitute $2M\mu z_{\rm low}=b-\sqrt D$ and $2M\mu z_{\rm high}=b+\sqrt D$ from `h1` and `h2`.

```lean
/-- The roots of the secular function are exactly `zLow` and `zHigh`. -/
theorem secular_eq_zero_iff (hM : 0 < M) (hμ : 0 < μ) (z : ℝ) :
    secular M K k μ z = 0 ↔ z = zLow M K k μ ∨ z = zHigh M K k μ := by
  have h : M * μ ≠ 0 := by positivity
  rw [secular_factor hM hμ, mul_assoc, mul_eq_zero, or_iff_right h, mul_eq_zero, sub_eq_zero,
    sub_eq_zero]
```

The hypotheses are again $M,\mu>0$, so the factorisation applies. The product vanishes exactly when one of the two linear factors does, as $M\mu\ne0$.

```lean
/-- For `M, k, μ > 0`, there exist amplitudes `A, B`, not both zero, such that
`(A, B) cos (ω t)` solves the Car-Parrinello equations, exactly when
`ω²` is `zLow` or `zHigh`. -/
theorem normal_mode_iff (hM : 0 < M) (hk : 0 < k) (hμ : 0 < μ) (ω : ℝ) :
    (∃ A B : ℝ, (A ≠ 0 ∨ B ≠ 0) ∧
      IsTrajectory M K k μ (fun t => A * Real.cos (ω * t)) (fun t => B * Real.cos (ω * t))) ↔
    ω ^ 2 = zLow M K k μ ∨ ω ^ 2 = zHigh M K k μ := by
  rw [← secular_eq_zero_iff hM hμ]
  constructor
  · rintro ⟨A, B, hAB, V, w, h⟩
    have hV : V = fun t => -(A * ω) * Real.sin (ω * t) :=
      funext fun t => (h t).1.unique (mode_deriv 1 A ω t).1
    have hw : w = fun t => -(B * ω) * Real.sin (ω * t) :=
      funext fun t => (h t).2.1.unique (mode_deriv 1 B ω t).1
    subst hV
    subst hw
    -- the equations of motion at t = 0 are the amplitude equations
    have e1 := (h 0).2.2.1.unique (mode_deriv M A ω 0).2
    have e2 := (h 0).2.2.2.unique (mode_deriv μ B ω 0).2
    simp only [mul_zero, Real.cos_zero, mul_one] at e1 e2
    rcases hAB with hA | hB
    · have hs : secular M K k μ (ω ^ 2) * A = 0 := by
        unfold secular; linear_combination (-(k - μ * ω ^ 2)) * e1 - k * e2
      exact (mul_eq_zero.mp hs).resolve_right hA
    · have hs : secular M K k μ (ω ^ 2) * B = 0 := by
        unfold secular; linear_combination (-(K + k - M * ω ^ 2)) * e2 - k * e1
      exact (mul_eq_zero.mp hs).resolve_right hB
  · intro h
    unfold secular at h
    -- amplitudes (k - μ ω², k)
    refine ⟨k - μ * ω ^ 2, k, Or.inr hk.ne',
      fun t => -((k - μ * ω ^ 2) * ω) * Real.sin (ω * t),
      fun t => -(k * ω) * Real.sin (ω * t), fun t =>
      ⟨(mode_deriv 1 (k - μ * ω ^ 2) ω t).1, (mode_deriv 1 k ω t).1,
        (mode_deriv M (k - μ * ω ^ 2) ω t).2.congr_deriv ?_,
        (mode_deriv μ k ω t).2.congr_deriv ?_⟩⟩
    · linear_combination Real.cos (ω * t) * h
    · ring
```

`normal_mode_iff` connects the algebra with the dynamics. For $M,k,\mu>0$ and any real $\omega$, amplitudes $A,B$, not both zero, exist for which $(A,B)\cos\omega t$ is a trajectory if and only if $\omega^2$ is one of the two roots. The sign of $K$ is not restricted here. In the forward direction, uniqueness of derivatives identifies `V` and `w` with the velocities from `mode_deriv`. The momentum equations at $t=0$, where the cosine is $1$, are the amplitude equations `e1` and `e2`, and the two `linear_combination` calls are the eliminations that gave $P A=0$ and $P B=0$. In the backward direction the witness is the unnormalised pair $(k-\mu\omega^2,k)$, which becomes a unit vector on division by $\sqrt{(k-\mu\omega^2)^2+k^2}$. The ionic equation is then $P=0$ multiplied by $\cos\omega t$, and the electronic equation is an identity. The theorem concerns pure cosine modes. That for $K>0$ a general trajectory is a superposition of such modes with phases is the familiar property of linear oscillators and is not among the statements proved in the file.

```lean
/-- Where the secular function is negative, `z` lies strictly between the two roots. -/
theorem between_roots (hM : 0 < M) (hμ : 0 < μ) {z : ℝ} (hz : secular M K k μ z < 0) :
    zLow M K k μ < z ∧ z < zHigh M K k μ := by
  have hle : zLow M K k μ ≤ zHigh M K k μ := by
    unfold zLow zHigh
    apply div_le_div_of_nonneg_right _ (by positivity)
    linarith [Real.sqrt_nonneg (disc M K k μ)]
  rw [secular_factor hM hμ, mul_assoc] at hz
  have hp : (z - zLow M K k μ) * (z - zHigh M K k μ) < 0 := by
    by_contra hc
    have := mul_nonneg (mul_pos hM hμ).le (not_lt.mp hc)
    linarith
  rcases mul_neg_iff.mp hp with ⟨h1, h2⟩ | ⟨h1, h2⟩
  · exact ⟨by linarith, by linarith⟩
  · exact absurd hle (by linarith)
```

This too is stated for $M,\mu>0$. First `hle` orders the roots using $\sqrt D\ge0$. The positive factor $M\mu$ is then removed to give `hp`, so the two linear factors have opposite signs. One sign pattern is the conclusion, and the other would require $z_{\rm high}<z<z_{\rm low}$, against `hle`.

```lean
/-- The lower root is positive, above `K k / (M k + μ (K + k))` and below `K / (M + μ)`;
the upper root exceeds `k / μ`. -/
theorem root_bounds (hM : 0 < M) (hK : 0 < K) (hk : 0 < k) (hμ : 0 < μ) :
    0 < zLow M K k μ ∧ K * k / (M * k + μ * (K + k)) < zLow M K k μ ∧
    zLow M K k μ < K / (M + μ) ∧ k / μ < zHigh M K k μ := by
  have hb : 0 < linCoeff M K k μ := by unfold linCoeff; positivity
  have h4 : 0 < 4 * M * μ * K * k := by positivity
  have hs : √(disc M K k μ) < linCoeff M K k μ :=
    (Real.sqrt_lt' hb).mpr (by unfold disc; linarith)
  have hpos : 0 < zLow M K k μ := div_pos (by linarith) (by positivity)
  refine ⟨hpos, ?_, (between_roots hM hμ ?_).1, (between_roots hM hμ ?_).2⟩
  · -- K k = b z - M μ z² at the root
    have h0 := (secular_eq_zero_iff (K := K) (k := k) hM hμ _).mpr (Or.inl rfl)
    unfold secular at h0
    have hq : 0 < M * μ * zLow M K k μ ^ 2 := by positivity
    rw [div_lt_iff₀ (by positivity)]
    nlinarith
  · have hz : K = (M + μ) * (K / (M + μ)) := by field_simp
    have he : secular M K k μ (K / (M + μ)) = -(μ * (K / (M + μ))) ^ 2 := by
      unfold secular; linear_combination (k - μ * (K / (M + μ))) * hz
    have hq : 0 < (μ * (K / (M + μ))) ^ 2 := by positivity
    linarith
  · have hw : k - μ * (k / μ) = 0 := by field_simp; ring
    have hq : 0 < k ^ 2 := by positivity
    unfold secular
    rw [hw]
    linarith
```

All four parameters are now positive. `hs` is $\sqrt D<b$ and yields `hpos`. The three bullets follow the derivation. The first combines $P(z_{\rm low})=0$ with $M\mu z_{\rm low}^2>0$ to get the lower bound $Kk/b$. The second uses `hz`, the identity $K=(M+\mu)z_0$, to evaluate $P(z_0)=-(\mu z_0)^2$. The third uses `hw` to set the second bracket to zero at $k/\mu$. The two test points are handed to `between_roots`, of which the left inequality is kept for $z_0$ and the right one for $k/\mu$.

```lean
/-- Fictitious-mass red shift: for every `μ > 0` the secular equation has exactly the roots
`0 < zLow < K / (M + μ) < K / M` and `zHigh > k / μ`. As `μ ↓ 0`, `zLow` tends to `K / M`
and `zHigh` tends to infinity. -/
theorem fictitious_mass_red_shift (hM : 0 < M) (hK : 0 < K) (hk : 0 < k) :
    (∀ μ, 0 < μ →
      (∀ z, (K + k - M * z) * (k - μ * z) = k ^ 2 ↔ z = zLow M K k μ ∨ z = zHigh M K k μ) ∧
      0 < zLow M K k μ ∧ zLow M K k μ < K / (M + μ) ∧ K / (M + μ) < K / M ∧
      k / μ < zHigh M K k μ) ∧
    Tendsto (fun μ => zLow M K k μ) (𝓝[>] 0) (𝓝 (K / M)) ∧
    Tendsto (fun μ => zHigh M K k μ) (𝓝[>] 0) atTop := by
  have hlt : ∀ μ : ℝ, 0 < μ → K / (M + μ) < K / M := fun μ hμ =>
    div_lt_div_of_pos_left hK hM (by linarith)
  refine ⟨fun μ hμ => ?_, ?_, ?_⟩
  · obtain ⟨h1, -, h3, h4⟩ := root_bounds hM hK hk hμ
    refine ⟨fun z => ?_, h1, h3, hlt μ hμ, h4⟩
    rw [← secular_eq_zero_iff hM hμ, secular, sub_eq_zero]
  · -- squeeze between K k / (M k + μ (K + k)) and K / M
    have hid : Tendsto (fun μ : ℝ => μ) (𝓝[>] 0) (𝓝 0) :=
      tendsto_nhdsWithin_of_tendsto_nhds tendsto_id
    have hden : Tendsto (fun μ : ℝ => M * k + μ * (K + k)) (𝓝[>] 0) (𝓝 (M * k)) := by
      simpa using (hid.mul_const (K + k)).const_add (M * k)
    have hlow : Tendsto (fun μ : ℝ => K * k / (M * k + μ * (K + k))) (𝓝[>] 0)
        (𝓝 (K / M)) := by
      have e : K / M = K * k / (M * k) := by field_simp
      rw [e]
      exact tendsto_const_nhds.div hden (mul_pos hM hk).ne'
    refine tendsto_of_tendsto_of_tendsto_of_le_of_le' hlow tendsto_const_nhds ?_ ?_
    · filter_upwards [self_mem_nhdsWithin] with μ hμ
      exact (root_bounds hM hK hk hμ).2.1.le
    · filter_upwards [self_mem_nhdsWithin] with μ hμ
      exact ((root_bounds hM hK hk hμ).2.2.1.trans (hlt μ hμ)).le
  · have hinv : Tendsto (fun μ : ℝ => k * μ⁻¹) (𝓝[>] 0) atTop :=
      Tendsto.const_mul_atTop hk tendsto_inv_nhdsGT_zero
    refine tendsto_atTop_mono' _ ?_ hinv
    filter_upwards [self_mem_nhdsWithin] with μ hμ
    have h := (root_bounds hM hK hk hμ).2.2.2
    rw [div_eq_mul_inv] at h
    exact h.le

end

end CarParrinelloRedShift
```

The final theorem fixes $M,K,k>0$ and has three parts. The first holds for every $\mu>0$, with no smallness assumption: the equation $(K+k-Mz)(k-\mu z)=k^2$ has exactly the solutions `zLow` and `zHigh`, and the four inequalities of the claim hold. In the second and third parts `𝓝[>] 0` means $\mu\to0$ from above, `𝓝 (K / M)` is convergence to $K/M$, and `atTop` is divergence to $+\infty$. The statement is about roots of the secular equation and does not mention `IsTrajectory`; the reading of the roots as squared mode frequencies comes from `normal_mode_iff`, and the reading of $K/M$ as the Born-Oppenheimer value comes from the minimisation over $x$ in the conventions above. The statement gives a limit, and asserts neither monotonicity in $\mu$ nor a rate of convergence.

In the proof, the first part collects `root_bounds`, `hlt` for $K/(M+\mu)<K/M$, and `secular_eq_zero_iff`. For the second, `hden` shows $b\to Mk$, `hlow` shows $Kk/b\to K/M$, and `tendsto_of_tendsto_of_tendsto_of_le_of_le'` is the squeeze between this lower bound and the constant $K/M$; each `filter_upwards` supplies an inequality valid for $\mu>0$. For the third, `hinv` is $k/\mu\to\infty$ and `tendsto_atTop_mono'` carries the divergence over to the larger function $z_{\rm high}$.

```lean
#print axioms CarParrinelloRedShift.normal_mode_iff
#print axioms CarParrinelloRedShift.fictitious_mass_red_shift
```

```
'CarParrinelloRedShift.normal_mode_iff' depends on axioms: [propext, Classical.choice, Quot.sound]
'CarParrinelloRedShift.fictitious_mass_red_shift' depends on axioms: [propext, Classical.choice, Quot.sound]
```
